# With inversion-symmetric force constants, one unitary makes the dynamical matrix real at every wavevector

Take a chain with two equal atoms per cell, each moving along one direction, and suppose that inversion exchanges the two atoms. At a fixed wavevector its dynamical matrix has the form

$$D=\begin{pmatrix} a & b+ic\\ b-ic & a\end{pmatrix},\qquad a,b,c\in\mathbb R .$$

The coupling is complex, but the two diagonal entries agree. In the orthonormal basis $u_1=(1,i)/\sqrt2$, $u_2=(i,1)/\sqrt2$, direct multiplication gives

$$Du_1=(a-c)\,u_1+b\,u_2,\qquad Du_2=b\,u_1+(a+c)\,u_2 .$$

All coefficients are real, so in this basis the matrix is real symmetric, with rows $(a-c,\,b)$ and $(b,\,a+c)$. The basis itself contains none of the numbers $a,b,c$. Its vectors are the columns of $U=(1+iP)/\sqrt2$, where $P$ is the matrix that swaps the two sites.

The general statement replaces the swap by any real symmetric $P$ with $P^2=1$. The condition on the Hermitian matrix $D$ is $\overline D=PDP$, where the bar conjugates each entry without transposing. In a crystal this condition has two sources. The force constants are real, which gives $\overline{D(q)}=D(-q)$, and inversion symmetry gives $D(-q)=PD(q)P$. Here the phases in $D(q)$ are taken from the separations between atoms, so that one $P$ serves for every $q$.

## Real matrices, conjugation and the change of basis

```lean
import Mathlib

open scoped Matrix

namespace CentrosymmetricDynamics

noncomputable section

variable {n : Type*} [Fintype n] [DecidableEq n]
```

The type `n` is the finite set that labels rows and columns. For a crystal, one element of `n` is one displacement coordinate: an atom of the cell together with a Cartesian direction.

```lean
/-- A real matrix regarded as a complex one. -/
def cplx : Matrix n n ℝ →+* Matrix n n ℂ := Complex.ofRealHom.mapMatrix
```

Lean keeps real and complex matrices in different types, so a real $P$ can't be multiplied directly with a complex $D$. The map `cplx` turns a real matrix into the complex matrix with the same entries. Where the mathematics has $PDP$, the code has `cplx P * D * cplx P`.

```lean
/-- Entrywise complex conjugation of a matrix, without transposition. -/
def conjM : Matrix n n ℂ →+* Matrix n n ℂ := (starRingEnd ℂ).mapMatrix
```

`conjM D` is $\overline D$. The adjoint $D^*$, which also transposes, is written `Dᴴ` in Lean, and the transpose is written `Dᵀ`.

Both maps are built with Mathlib's `mapMatrix`, which deserves a closer look. It takes a ring homomorphism between number systems and returns the ring homomorphism that applies it to every entry of a square matrix. The arrow `→+*` says that the result is more than a function: it carries proofs that sums, products, zero and one are respected. General lemmas then apply at once. With `map_mul` and `map_one`, the real equation $P^2=1$ becomes the complex one in a single line, and `map_sum` moves conjugation inside a lattice sum. These general lemmas expect a homomorphism, so they don't apply directly to a bare entrywise function.

```lean
/-- The change of basis `U = (1 + iP)/√2`. -/
def realifier (P : Matrix n n ℝ) : Matrix n n ℂ :=
  ((Real.sqrt 2 : ℝ) : ℂ)⁻¹ • (1 + Complex.I • cplx P)
```

This is $U=(1+iP)/\sqrt2$. The sign `•` multiplies a matrix by a number, and the type annotations turn the real number $\sqrt2$ into a complex one. The definition accepts every real $P$; unitarity is a theorem with conditions on $P$.

```lean
/-- The real matrix `Re D - (Im D) P`. -/
def realForm (D : Matrix n n ℂ) (P : Matrix n n ℝ) : Matrix n n ℝ :=
  D.map Complex.re - D.map Complex.im * P
```

This is the matrix that $U^*DU$ will turn out to be, $\operatorname{Re}D-(\operatorname{Im}D)P$, with real and imaginary parts taken entry by entry. Its type is a real matrix, so an equation $U^*DU=$ `cplx (realForm D P)` already says that the left side is real.

```lean
/-- The dynamical matrix `D(q) = ∑ Φ(d) exp(i q·d)` of mass-weighted force constants `Φ(d)`
between atoms separated by `d`, with `d` in a finite set `S`. -/
def dynamicalMatrix (S : Finset (Fin 3 → ℝ)) (Φ : (Fin 3 → ℝ) → Matrix n n ℝ)
    (q : Fin 3 → ℝ) : Matrix n n ℂ :=
  ∑ d ∈ S, Complex.exp (Complex.I * ((q ⬝ᵥ d : ℝ) : ℂ)) • cplx (Φ d)
```

In ordinary notation,

$$D(q)=\sum_{d\in S}\Phi(d)\,e^{iq\cdot d}.$$

Here $S$ is a finite set of separation vectors and $\Phi(d)$ is a real matrix of mass-weighted force constants. The entry $\Phi(d)_{ij}$ couples coordinate $i$ to coordinate $j$ of an atom displaced from the first by $d$, and it vanishes if no such pair exists. The phases thus use separations between atoms, not between cells. With this convention, the inversion matrix $P$ doesn't depend on $q$.

## Unitarity of the change of basis

```lean
/-- For real symmetric `P`, the adjoint of `U` is `(1 - iP)/√2`. -/
theorem realifier_conjTranspose {P : Matrix n n ℝ} (hs : Pᵀ = P) :
    (realifier P)ᴴ = ((Real.sqrt 2 : ℝ) : ℂ)⁻¹ • (1 - Complex.I • cplx P) := by
  have hQ : (cplx P)ᴴ = cplx P := by
    ext i j
    have h : P j i = P i j := congrFun (congrFun hs i) j
    simp [cplx, h]
  have hc : star (((Real.sqrt 2 : ℝ) : ℂ)⁻¹) = ((Real.sqrt 2 : ℝ) : ℂ)⁻¹ := by simp
  have hI : star Complex.I = -Complex.I := by simp
  rw [realifier, Matrix.conjTranspose_smul, Matrix.conjTranspose_add,
    Matrix.conjTranspose_one, Matrix.conjTranspose_smul, hQ, hc, hI, neg_smul,
    ← sub_eq_add_neg]
```

The brackets right after the theorem's name introduce the matrix $P$ and the assumption on it: `hs` is the name of the hypothesis $P^T=P$. The claim is $U^*=(1-iP)/\sqrt2$. By hand, $P$ is real and symmetric, so $P^*=P$, while $i$ becomes $-i$. The auxiliary statements `hQ`, `hc` and `hI` record that $P$ is self-adjoint, that $1/\sqrt2$ is unchanged and that $\bar i=-i$. The command `rw` then rewrites the goal with them.

```lean
/-- For real symmetric `P`, the transformed matrix is `U* D U = (1 - iP) D (1 + iP) / 2`. -/
theorem realifier_sandwich {P : Matrix n n ℝ} (hs : Pᵀ = P) (D : Matrix n n ℂ) :
    (realifier P)ᴴ * D * realifier P =
      (1 / 2 : ℂ) • ((1 - Complex.I • cplx P) * D * (1 + Complex.I • cplx P)) := by
  have hc : ((Real.sqrt 2 : ℝ) : ℂ)⁻¹ * ((Real.sqrt 2 : ℝ) : ℂ)⁻¹ = 1 / 2 := by
    rw [← mul_inv, ← Complex.ofReal_mul, Real.mul_self_sqrt (by norm_num)]
    norm_num
  rw [realifier_conjTranspose hs, realifier]
  simp only [Matrix.smul_mul, Matrix.mul_smul, smul_smul, hc]
```

For any complex $D$,

$$U^*DU=\tfrac12(1-iP)\,D\,(1+iP).$$

The two prefactors combine to $\tfrac12$, which is `hc`, and `simp only` collects them in front of the product.

```lean
/-- If `P` is real symmetric with `P² = 1`, then `U` is unitary. -/
theorem realifier_unitary {P : Matrix n n ℝ} (hs : Pᵀ = P) (h2 : P * P = 1) :
    realifier P ∈ Matrix.unitaryGroup n ℂ := by
  have hQ : cplx P * cplx P = 1 := by rw [← map_mul, h2, map_one]
  have h := realifier_sandwich hs 1
  rw [Matrix.mul_one] at h
  rw [Matrix.mem_unitaryGroup_iff', Matrix.star_eq_conjTranspose, h]
  simp only [sub_mul, mul_add, mul_one, one_mul, Matrix.smul_mul, Matrix.mul_smul,
    smul_smul, hQ, Complex.I_mul_I]
  module
```

The new hypothesis `h2` is $P^2=1$. Setting $D=1$ in the previous formula gives

$$U^*U=\tfrac12(1-iP)(1+iP)=\tfrac12(1+P^2)=1 .$$

The proof does the same: `realifier_sandwich hs 1` is the formula at $D=1$, `simp only` multiplies out, and `module` checks that the remaining multiples of matrices add up. For finite square matrices $U^*U=1$ is enough for membership in the unitary group.

## The real form of the dynamical matrix

```lean
/-- If `D` is Hermitian, `P` is real symmetric with `P² = 1`, and `conj D = P D P`, then
`U = (1 + iP)/√2` is unitary and `U* D U` is the real symmetric matrix `Re D - (Im D) P`. -/
theorem real_dynamical_matrix {P : Matrix n n ℝ} {D : Matrix n n ℂ} (hD : D.IsHermitian)
    (hs : Pᵀ = P) (h2 : P * P = 1) (h : conjM D = cplx P * D * cplx P) :
    realifier P ∈ Matrix.unitaryGroup n ℂ ∧
      (realifier P)ᴴ * D * realifier P = cplx (realForm D P) ∧
      (realForm D P)ᵀ = realForm D P := by
  have hQ : cplx P * cplx P = 1 := by rw [← map_mul, h2, map_one]
  have hPD : cplx P * D = conjM D * cplx P := by rw [h, mul_assoc, hQ, mul_one]
  have hsum : D + conjM D = (2 : ℂ) • cplx (D.map Complex.re) := by
    ext i j
    apply Complex.ext <;> simp [cplx, conjM]
    ring
  have hdiff : D - conjM D = (2 * Complex.I) • cplx (D.map Complex.im) := by
    ext i j
    apply Complex.ext <;> simp [cplx, conjM]
    ring
  have hexp : (1 - Complex.I • cplx P) * D * (1 + Complex.I • cplx P) =
      D + cplx P * D * cplx P + Complex.I • (D * cplx P) - Complex.I • (cplx P * D) := by
    simp only [sub_mul, mul_add, mul_one, one_mul, Matrix.smul_mul, Matrix.mul_smul,
      smul_smul, Complex.I_mul_I]
    module
  have hI : Complex.I * (2 * Complex.I) = -2 := by
    linear_combination 2 * Complex.I_mul_I
  have he : (realifier P)ᴴ * D * realifier P = cplx (realForm D P) := by
    rw [realifier_sandwich hs, hexp, ← h, hPD, realForm, map_sub, map_mul]
    -- the sum D + conj D gives Re D, the difference gives Im D
    calc _ = (1 / 2 : ℂ) • ((D + conjM D) + Complex.I • ((D - conjM D) * cplx P)) := by
          rw [sub_mul]
          module
      _ = _ := by
          rw [hsum, hdiff, Matrix.smul_mul, smul_smul, hI]
          module
  refine ⟨realifier_unitary hs h2, he, ?_⟩
  -- a real matrix that is Hermitian is symmetric
  have hh : (cplx (realForm D P))ᴴ = cplx (realForm D P) := by
    rw [← he]
    simp only [Matrix.conjTranspose_mul, Matrix.conjTranspose_conjTranspose, hD.eq, mul_assoc]
  ext i j
  have hij := congrFun (congrFun hh i) j
  simpa [cplx] using hij
```

The theorem assumes that $D$ is Hermitian, that $P$ is real symmetric with $P^2=1$, and that $\overline D=PDP$. The sign `∧` means "and", so there are three conclusions: $U$ is unitary, $U^*DU=\operatorname{Re}D-(\operatorname{Im}D)P$, and this real matrix is symmetric.

By hand, first expand the product:

$$(1-iP)D(1+iP)=D+PDP+i(DP-PD).$$

The symmetry condition replaces $PDP$ by $\overline D$. Multiplying the condition by $P$ from the right gives $PD=\overline D P$. Hence

$$U^*DU=\tfrac12\left[(D+\overline D)+i(D-\overline D)P\right].$$

Now $D+\overline D=2\operatorname{Re}D$ and $D-\overline D=2i\operatorname{Im}D$, so

$$U^*DU=\operatorname{Re}D-(\operatorname{Im}D)P .$$

Finally, $(U^*DU)^*=U^*D^*U=U^*DU$, because $D$ is Hermitian. A real matrix that equals its adjoint equals its transpose.

These steps have names in the code. The expansion is `hexp`, the relation $PD=\overline D P$ is `hPD`, and the sum and difference are `hsum` and `hdiff`, each proved entry by entry by comparing real and imaginary parts. The `calc` block is the two-line chain of equalities that joins them, and its result is `he`. Hermiticity enters only afterwards, in `hh`, where it supplies the symmetry of the real form.

```lean
/-- The two-site matrix with diagonal `a` and coupling `b + ic`, together with the exchange of
the sites, meets all the hypotheses; its real form has rows `(a - c, b)` and `(b, a + c)`. -/
theorem real_dynamical_matrix_witness (a b c : ℝ) :
    let D : Matrix (Fin 2) (Fin 2) ℂ := !![(a : ℂ), b + c * Complex.I; b - c * Complex.I, a]
    let P : Matrix (Fin 2) (Fin 2) ℝ := !![0, 1; 1, 0]
    D.IsHermitian ∧ Pᵀ = P ∧ P * P = 1 ∧ conjM D = cplx P * D * cplx P ∧
      realForm D P = !![a - c, b; b, a + c] := by
  intro D P
  refine ⟨Matrix.IsHermitian.ext fun i j => ?_, ?_, ?_, ?_, ?_⟩
  · fin_cases i <;> fin_cases j <;> simp [D]
    ring
  · ext i j
    fin_cases i <;> fin_cases j <;> simp [P]
  · ext i j
    fin_cases i <;> fin_cases j <;> simp [P, Matrix.mul_apply, Fin.sum_univ_succ]
  · ext i j
    fin_cases i <;> fin_cases j <;>
      simp [D, P, conjM, cplx, Matrix.mul_apply, Fin.sum_univ_succ]
    ring
  · ext i j
    fin_cases i <;> fin_cases j <;>
      simp [D, P, realForm, Matrix.mul_apply, Fin.sum_univ_succ]
```

This is the opening example for arbitrary real $a,b,c$. The notation `!![...]` lists a matrix by rows, with semicolons between them. The theorem confirms every hypothesis of the preceding result for this $D$ and the swap $P$, and computes the real form found at the start. The proof goes through the entries one at a time: `fin_cases` splits the index into its two values and `simp` evaluates.

## Force constants of a centrosymmetric crystal

```lean
/-- Let inversion act on the displacements in a cell by a real symmetric `P` with `P² = 1`. If the
finite set `S` contains `-d` whenever it contains `d`, and the force constants satisfy
`Φ(-d)ᵀ = Φ(d)` and `Φ(-d) = P Φ(d) P`, then at every `q` the same unitary `U = (1 + iP)/√2` turns
`D(q)` into a real symmetric matrix. -/
theorem centrosymmetric_crystal {P : Matrix n n ℝ} (hs : Pᵀ = P) (h2 : P * P = 1)
    {S : Finset (Fin 3 → ℝ)} (hS : ∀ d ∈ S, -d ∈ S) {Φ : (Fin 3 → ℝ) → Matrix n n ℝ}
    (hex : ∀ d, (Φ (-d))ᵀ = Φ d) (hinv : ∀ d, Φ (-d) = P * Φ d * P) (q : Fin 3 → ℝ) :
    realifier P ∈ Matrix.unitaryGroup n ℂ ∧
      (realifier P)ᴴ * dynamicalMatrix S Φ q * realifier P =
        cplx (realForm (dynamicalMatrix S Φ q) P) ∧
      (realForm (dynamicalMatrix S Φ q) P)ᵀ = realForm (dynamicalMatrix S Φ q) P := by
  -- conjugating the phases amounts to reversing every separation
  have hconj : conjM (dynamicalMatrix S Φ q) =
      ∑ d ∈ S, Complex.exp (Complex.I * ((q ⬝ᵥ d : ℝ) : ℂ)) • cplx (Φ (-d)) := by
    rw [dynamicalMatrix, map_sum]
    refine Finset.sum_nbij' Neg.neg Neg.neg hS hS (fun d _ => neg_neg d)
      (fun d _ => neg_neg d) ?_
    intro d _
    rw [neg_neg]
    ext i j
    change (starRingEnd ℂ) (Complex.exp (Complex.I * ((q ⬝ᵥ d : ℝ) : ℂ)) * ((Φ d i j : ℝ) : ℂ))
      = Complex.exp (Complex.I * ((q ⬝ᵥ (-d) : ℝ) : ℂ)) * ((Φ d i j : ℝ) : ℂ)
    rw [map_mul, ← Complex.exp_conj]
    simp [dotProduct_neg]
  refine real_dynamical_matrix (Matrix.IsHermitian.ext fun i j => ?_) hs h2 ?_
  · change conjM (dynamicalMatrix S Φ q) j i = dynamicalMatrix S Φ q i j
    rw [hconj, dynamicalMatrix, Matrix.sum_apply, Matrix.sum_apply]
    refine Finset.sum_congr rfl fun d _ => ?_
    have h : Φ (-d) j i = Φ d i j := congrFun (congrFun (hex d) i) j
    simp [cplx, h]
  · rw [hconj, dynamicalMatrix, Finset.mul_sum, Finset.sum_mul]
    refine Finset.sum_congr rfl fun d _ => ?_
    rw [hinv, map_mul, map_mul, Matrix.mul_smul, Matrix.smul_mul]

end

end CentrosymmetricDynamics
```

Here the condition $\overline D=PDP$ is derived from properties of the force constants. The hypotheses have these meanings:

- `hS`: the set $S$ contains $-d$ whenever it contains $d$.
- `hex`: $\Phi(-d)^T=\Phi(d)$. Force constants are second derivatives of a potential energy, so the order of the two coordinates doesn't matter.
- `hinv`: $\Phi(-d)=P\,\Phi(d)\,P$. Inversion maps a pair of atoms to a pair with the opposite separation, and the crystal looks the same afterwards.

In a real crystal, $P$ exchanges the atoms related by inversion and reverses the displacements, so it is minus a permutation matrix. The overall sign has no effect on the condition $\overline D=PDP$, which is why the two-site example could use the plain swap. The theorem takes $P$ as given, with the listed properties, and doesn't construct it from atomic positions.

The derivation starts by conjugating the phases and renaming $d$ as $-d$:

$$\overline{D(q)}=\sum_{d\in S}\Phi(d)\,e^{-iq\cdot d}=\sum_{d\in S}\Phi(-d)\,e^{iq\cdot d}.$$

This is `hconj`. The lemma `Finset.sum_nbij'` performs the renaming; it is given negation as the map and negation again as its inverse. Two consequences follow term by term. Exchange symmetry gives

$$\overline{D(q)_{ji}}=\sum_{d\in S}\Phi(-d)_{ji}\,e^{iq\cdot d}=\sum_{d\in S}\Phi(d)_{ij}\,e^{iq\cdot d}=D(q)_{ij},$$

so $D(q)$ is Hermitian. Inversion symmetry gives

$$\overline{D(q)}=\sum_{d\in S}P\,\Phi(d)\,P\,e^{iq\cdot d}=P\,D(q)\,P .$$

The previous theorem then applies at every $q$, with the same $U$ each time.

For a harmonic crystal with inversion symmetry and finite-range forces, a phonon calculation can therefore diagonalise a real symmetric matrix at each wavevector in place of a complex Hermitian one, with the same squared frequencies. The finite set $S$ leaves out the infinite Coulomb sums of polar crystals. Nothing is assumed about stability, so negative squared frequencies are allowed.

## For this change of basis the symmetry condition is also necessary

The same algebra yields a converse, which is derived here in prose only: for real symmetric $P$ with $P^2=1$, if $U^*DU$ is real, then $\overline D=PDP$.

From $P^2=1$ one finds $U^*=-iUP$ and $U=iPU^*$. Therefore

$$U^*DU=(-iUP)\,D\,(iPU^*)=U\,(PDP)\,U^*.$$

Since $P$ is real, conjugation exchanges $U$ and $U^*$, so $\overline{U^*DU}=U\,\overline D\,U^*$. If $U^*DU$ is real, the two right-hand sides are equal, and cancelling the unitary factors leaves $\overline D=PDP$. This particular $U$ thus makes $D$ real exactly when $\overline D=PDP$.

```lean
#print axioms CentrosymmetricDynamics.real_dynamical_matrix
#print axioms CentrosymmetricDynamics.centrosymmetric_crystal
```

```
'CentrosymmetricDynamics.real_dynamical_matrix' depends on axioms: [propext, Classical.choice, Quot.sound]
'CentrosymmetricDynamics.centrosymmetric_crystal' depends on axioms: [propext, Classical.choice, Quot.sound]
```
